# The lowest energy of a Hermitian matrix over real unit vectors is the lowest eigenvalue of its entrywise real part

For a spin one-half with Hamiltonian $\sigma_y$, a real state $(x_0,x_1)$ has energy $x_0(-i)x_1+x_1(i)x_0=0$, whatever its components, while the lowest eigenvalue is $-1$. The two imaginary entries cancel for every real state, and the same cancellation takes place in a Hermitian matrix of any finite size.

In Lean 4 with Mathlib:

```lean
import Mathlib

open Matrix
open scoped ComplexOrder

namespace RealAmplitudesMagneticField

variable {𝕜 : Type*} [RCLike 𝕜] {n : Type*} [Fintype n] [DecidableEq n]

/-- `E` is the lowest real eigenvalue of the matrix `A`. -/
def IsGroundEnergy (A : Matrix n n 𝕜) (E : ℝ) : Prop :=
  IsLeast {e : ℝ | ∃ v : n → 𝕜, v ≠ 0 ∧ A *ᵥ v = e • v} E

/-- The entrywise real part of a complex Hamiltonian. -/
def realPart (H : Matrix n n ℂ) : Matrix n n ℝ := fun i j => (H i j).re

/-- Real amplitudes regarded as a complex state vector. -/
def toComplex (x : n → ℝ) : n → ℂ := fun i => (x i : ℂ)

/-- The real values taken by `⟨x, H x⟩` on real unit vectors `x`. -/
def realAmplitudeEnergies (H : Matrix n n ℂ) : Set ℝ :=
  {e : ℝ | ∃ x : n → ℝ, x ⬝ᵥ x = 1 ∧
    star (toComplex x) ⬝ᵥ H *ᵥ toComplex x = (e : ℂ)}

/-- Each number in Mathlib's list of eigenvalues of a Hermitian matrix has a nonzero
eigenvector. -/
theorem exists_eigenvector {A : Matrix n n 𝕜} (hA : A.IsHermitian) (i : n) :
    ∃ v : n → 𝕜, v ≠ 0 ∧ A *ᵥ v = hA.eigenvalues i • v := by
  refine ⟨(hA.eigenvectorBasis i).ofLp, fun h0 => ?_, hA.mulVec_eigenvectorBasis i⟩
  apply hA.eigenvectorBasis.orthonormal.ne_zero i
  ext j
  exact congrFun h0 j

/-- A Hermitian matrix of nonzero dimension has a lowest eigenvalue. -/
theorem exists_groundEnergy [Nonempty n] {A : Matrix n n 𝕜} (hA : A.IsHermitian) :
    ∃ E, IsGroundEnergy A E := by
  have hfin : {e : ℝ | ∃ v : n → 𝕜, v ≠ 0 ∧ A *ᵥ v = e • v}.Finite := by
    refine ((Module.End.finite_hasEigenvalue (Matrix.toLin' A)).preimage
      (f := fun e : ℝ => (e : 𝕜)) RCLike.ofReal_injective.injOn).subset ?_
    rintro e ⟨v, hv, h⟩
    show Module.End.HasEigenvalue (Matrix.toLin' A) (e : 𝕜)
    refine Module.End.hasEigenvalue_of_hasEigenvector (x := v)
      ⟨Module.End.mem_eigenspace_iff.2 ?_, hv⟩
    rw [Matrix.toLin'_apply, h]
    ext i
    simp [RCLike.real_smul_eq_coe_mul]
  obtain ⟨E, hE, hmin⟩ := Set.exists_min_image _ id hfin
    ⟨_, exists_eigenvector hA (Classical.arbitrary n)⟩
  exact ⟨E, hE, fun e he => hmin e he⟩

/-- Variational principle: the expectation value of a Hermitian matrix is at least its lowest
eigenvalue times the squared norm, with equality exactly when `A v = E v`. -/
theorem variational_principle {A : Matrix n n 𝕜} (hA : A.IsHermitian) {E : ℝ}
    (hE : IsGroundEnergy A E) (v : n → 𝕜) :
    E * RCLike.re (star v ⬝ᵥ v) ≤ RCLike.re (star v ⬝ᵥ A *ᵥ v) ∧
    (RCLike.re (star v ⬝ᵥ A *ᵥ v) = E * RCLike.re (star v ⬝ᵥ v) ↔ A *ᵥ v = E • v) := by
  have hB : (A - E • (1 : Matrix n n 𝕜)).IsHermitian := hA.sub (by
    rw [Matrix.IsHermitian, Matrix.conjTranspose_smul, Matrix.conjTranspose_one, star_trivial])
  -- every eigenvalue of the shifted matrix is nonnegative
  have hP : (A - E • (1 : Matrix n n 𝕜)).PosSemidef := by
    rw [hB.posSemidef_iff_eigenvalues_nonneg]
    intro j
    obtain ⟨w, hw, h⟩ := exists_eigenvector hB j
    rw [Matrix.sub_mulVec, Matrix.smul_mulVec, Matrix.one_mulVec] at h
    have hle : E ≤ hB.eigenvalues j + E :=
      hE.2 ⟨w, hw, by rw [add_smul, ← h, sub_add_cancel]⟩
    show (0 : ℝ) ≤ hB.eigenvalues j
    linarith
  have key : RCLike.re (star v ⬝ᵥ (A - E • (1 : Matrix n n 𝕜)) *ᵥ v) =
      RCLike.re (star v ⬝ᵥ A *ᵥ v) - E * RCLike.re (star v ⬝ᵥ v) := by
    rw [Matrix.sub_mulVec, Matrix.smul_mulVec, Matrix.one_mulVec, dotProduct_sub,
      dotProduct_smul, map_sub, RCLike.smul_re]
  have h0 := RCLike.nonneg_iff.1 (hP.dotProduct_mulVec_nonneg v)
  refine ⟨by linarith [h0.1], fun h => ?_, fun h => ?_⟩
  · -- a vanishing expectation value of a positive matrix forces a null vector
    have hz := (hP.dotProduct_mulVec_zero_iff v).1
      (RCLike.ext (by rw [key, h, sub_self, map_zero]) (by rw [h0.2, map_zero]))
    rwa [Matrix.sub_mulVec, Matrix.smul_mulVec, Matrix.one_mulVec, sub_eq_zero] at hz
  · rw [h, dotProduct_smul, RCLike.smul_re]

omit [DecidableEq n] in
/-- For real amplitudes and Hermitian `H`, only the entrywise real part of `H` contributes to
the expectation value. -/
theorem expectation_real {H : Matrix n n ℂ} (hH : H.IsHermitian) (x : n → ℝ) :
    star (toComplex x) ⬝ᵥ H *ᵥ toComplex x = ((x ⬝ᵥ realPart H *ᵥ x : ℝ) : ℂ) := by
  have him : ∀ i j, (H i j).im = -(H j i).im := by
    intro i j
    have h := congrArg Complex.im (hH.apply i j)
    simp at h
    linarith
  -- the imaginary part of H is antisymmetric, so its quadratic form vanishes
  have hS : ∑ i, ∑ j, x i * ((H i j).im * x j) = -∑ i, ∑ j, x i * ((H i j).im * x j) := by
    conv_lhs => rw [Finset.sum_comm]
    simp only [← Finset.sum_neg_distrib]
    refine Finset.sum_congr rfl fun i _ => Finset.sum_congr rfl fun j _ => ?_
    rw [him j i]
    ring
  apply Complex.ext
  · simp [toComplex, realPart, dotProduct, Matrix.mulVec]
  · have h : (star (toComplex x) ⬝ᵥ H *ᵥ toComplex x).im =
        ∑ i, ∑ j, x i * ((H i j).im * x j) := by
      simp [toComplex, dotProduct, Matrix.mulVec, Finset.mul_sum]
    rw [h, Complex.ofReal_im]
    linarith

omit [Fintype n] [DecidableEq n] in
/-- The entrywise real part of a Hermitian matrix is symmetric. -/
theorem realPart_isHermitian {H : Matrix n n ℂ} (hH : H.IsHermitian) :
    (realPart H).IsHermitian := by
  ext i j
  simpa [realPart] using congrArg Complex.re (hH.apply i j)

omit [DecidableEq n] in
/-- A nonzero real vector has positive squared norm. -/
theorem dot_self_pos {x : n → ℝ} (hx : x ≠ 0) : 0 < x ⬝ᵥ x :=
  lt_of_le_of_ne (Finset.sum_nonneg fun i _ => mul_self_nonneg (x i))
    fun h => hx (dotProduct_self_eq_zero.1 h.symm)

/-- The minimum of `⟨x, H x⟩` over real unit vectors is the lowest eigenvalue of the entrywise
real part of the Hermitian matrix `H`. -/
theorem real_minimum {H : Matrix n n ℂ} (hH : H.IsHermitian) {ER : ℝ}
    (hR : IsGroundEnergy (realPart H) ER) : IsLeast (realAmplitudeEnergies H) ER := by
  constructor
  · -- normalise a real ground vector of the real part
    obtain ⟨v, hv, h⟩ := hR.1
    have h' : realPart H *ᵥ v = ER • v := h
    have hc := dot_self_pos hv
    have hx : ((√(v ⬝ᵥ v))⁻¹ • v) ⬝ᵥ ((√(v ⬝ᵥ v))⁻¹ • v) = 1 := by
      rw [smul_dotProduct, dotProduct_smul, smul_eq_mul, smul_eq_mul, ← mul_assoc,
        ← mul_inv, Real.mul_self_sqrt hc.le, inv_mul_cancel₀ hc.ne']
    refine ⟨_, hx, ?_⟩
    rw [expectation_real hH, Matrix.mulVec_smul, h', smul_comm _ ER v, dotProduct_smul, hx,
      smul_eq_mul, mul_one]
  · rintro e ⟨x, hx, he⟩
    rw [expectation_real hH] at he
    have he' := Complex.ofReal_injective he
    have hb := (variational_principle (realPart_isHermitian hH) hR x).1
    simpa only [star_trivial, RCLike.re_to_real, hx, he', mul_one] using hb

/-- For Hermitian `H`, the minimum over real unit vectors is the lowest eigenvalue `ER` of the
real part. It is at least the lowest eigenvalue `E` of `H`, with equality exactly when `H` has a
nonzero real eigenvector at `E`. -/
theorem real_amplitude_theorem {H : Matrix n n ℂ} (hH : H.IsHermitian) {E ER : ℝ}
    (hE : IsGroundEnergy H E) (hR : IsGroundEnergy (realPart H) ER) :
    IsLeast (realAmplitudeEnergies H) ER ∧ E ≤ ER ∧
    (ER = E ↔ ∃ x : n → ℝ, x ≠ 0 ∧ H *ᵥ toComplex x = E • toComplex x) := by
  have hnorm : ∀ x : n → ℝ, star (toComplex x) ⬝ᵥ toComplex x = ((x ⬝ᵥ x : ℝ) : ℂ) := by
    intro x
    simp [toComplex, dotProduct]
  have hmin := real_minimum hH hR
  obtain ⟨x, hx, he⟩ := hmin.1
  -- the variational principle for H at the best real vector
  have hb := variational_principle hH hE (toComplex x)
  rw [he, hnorm, hx] at hb
  simp only [RCLike.re_to_complex, Complex.ofReal_re, mul_one] at hb
  refine ⟨hmin, hb.1, fun h => ⟨x, ?_, hb.2.1 h⟩, ?_⟩
  · rintro rfl
    simp at hx
  · rintro ⟨y, hy, h⟩
    have h1 := (variational_principle hH hE (toComplex y)).2.2 h
    rw [expectation_real hH, hnorm] at h1
    simp only [RCLike.re_to_complex, Complex.ofReal_re] at h1
    have h2 := (variational_principle (realPart_isHermitian hH) hR y).1
    simp only [star_trivial, RCLike.re_to_real] at h2
    exact le_antisymm (le_of_mul_le_mul_right (h2.trans h1.le) (dot_self_pos hy)) hb.1

/-- The lowest eigenvalue is the least real root of the secular equation `det (A - e) = 0`. -/
theorem isGroundEnergy_iff_det (A : Matrix n n 𝕜) (E : ℝ) :
    IsGroundEnergy A E ↔ IsLeast {e : ℝ | (A - e • (1 : Matrix n n 𝕜)).det = 0} E := by
  simp only [IsGroundEnergy, ← Matrix.exists_mulVec_eq_zero_iff, Matrix.sub_mulVec,
    Matrix.smul_mulVec, Matrix.one_mulVec, sub_eq_zero]

/-- The Zeeman Hamiltonian `a σx + b σy + c σz` of a spin one-half in the field `(a, b, c)`. -/
def zeeman (a b c : ℝ) : Matrix (Fin 2) (Fin 2) ℂ :=
  !![(c : ℂ), a - b * Complex.I; a + b * Complex.I, -(c : ℂ)]

/-- For a spin one-half in the field `(a, b, c)` the lowest eigenvalue is `-√(a² + b² + c²)`,
that of the real part is `-√(a² + c²)`, and the former is strictly lower exactly when `b ≠ 0`. -/
theorem zeeman_real_amplitudes_fail (a b c : ℝ) :
    IsGroundEnergy (zeeman a b c) (-√(a ^ 2 + b ^ 2 + c ^ 2)) ∧
    IsGroundEnergy (realPart (zeeman a b c)) (-√(a ^ 2 + c ^ 2)) ∧
    (-√(a ^ 2 + b ^ 2 + c ^ 2) < -√(a ^ 2 + c ^ 2) ↔ b ≠ 0) := by
  have hleast : ∀ r : ℝ, 0 ≤ r → IsLeast {e : ℝ | e ^ 2 = r} (-√r) := fun r hr =>
    ⟨by rw [Set.mem_ofPred_eq, neg_sq, Real.sq_sqrt hr],
      fun e he => (abs_le.1 (Real.abs_le_sqrt (le_of_eq he))).1⟩
  -- the two secular determinants
  have hC : ∀ e : ℝ, (zeeman a b c - e • (1 : Matrix (Fin 2) (Fin 2) ℂ)).det =
      ((e ^ 2 - (a ^ 2 + b ^ 2 + c ^ 2) : ℝ) : ℂ) := by
    intro e
    simp [zeeman, Matrix.det_fin_two]
    linear_combination (b : ℂ) ^ 2 * Complex.I_sq
  have hD : ∀ e : ℝ, (realPart (zeeman a b c) - e • (1 : Matrix (Fin 2) (Fin 2) ℝ)).det =
      e ^ 2 - (a ^ 2 + c ^ 2) := by
    intro e
    simp [realPart, zeeman, Matrix.det_fin_two]
    ring
  refine ⟨(isGroundEnergy_iff_det _ _).2 ?_, (isGroundEnergy_iff_det _ _).2 ?_, ?_⟩
  · simpa only [hC, Complex.ofReal_eq_zero, sub_eq_zero] using
      hleast (a ^ 2 + b ^ 2 + c ^ 2) (by positivity)
  · simpa only [hD, sub_eq_zero] using hleast (a ^ 2 + c ^ 2) (by positivity)
  · rw [neg_lt_neg_iff, Real.sqrt_lt_sqrt_iff (by positivity)]
    constructor
    · rintro h rfl
      linarith
    · intro hb
      have h : 0 < b ^ 2 := by positivity
      linarith

end RealAmplitudesMagneticField
```

```lean
#print axioms RealAmplitudesMagneticField.exists_groundEnergy
-- 'RealAmplitudesMagneticField.exists_groundEnergy' depends on axioms: [propext, Classical.choice, Quot.sound]
#print axioms RealAmplitudesMagneticField.real_minimum
-- 'RealAmplitudesMagneticField.real_minimum' depends on axioms: [propext, Classical.choice, Quot.sound]
#print axioms RealAmplitudesMagneticField.real_amplitude_theorem
-- 'RealAmplitudesMagneticField.real_amplitude_theorem' depends on axioms: [propext, Classical.choice, Quot.sound]
#print axioms RealAmplitudesMagneticField.zeeman_real_amplitudes_fail
-- 'RealAmplitudesMagneticField.zeeman_real_amplitudes_fail' depends on axioms: [propext, Classical.choice, Quot.sound]
```

## Two lowest eigenvalues and one set of real-state energies

Let $H$ be a complex Hermitian matrix, and write $H=R+iS$ with $R$ and $S$ real. The matrix $R$ is `realPart H`, taken entry by entry. Let $E$ be the lowest eigenvalue of $H$ and $E_R$ that of $R$, written `ER` in the code. The theorem `real_amplitude_theorem` makes three statements:

- $E_R$ is the minimum of $\langle x,Hx\rangle$ over real unit vectors $x$.
- $E\le E_R$.
- $E_R=E$ exactly when some nonzero real vector $x$ satisfies $Hx=Ex$.

The predicate `IsGroundEnergy A E` says that $E$ is the least real number for which $Av=Ev$ has a nonzero solution $v$. It serves real and complex matrices alike. The main theorem takes the two lowest eigenvalues as hypotheses, and `exists_groundEnergy` supplies them for every Hermitian matrix of nonzero dimension.

A real coefficient vector is a function `x : n → ℝ`, and `toComplex x` is the same vector regarded as a complex state. The set `realAmplitudeEnergies H` is defined through the full complex expectation value of $H$, so the disappearance of $S$ is proved and is not built into the definition. `IsLeast` means that the minimum is attained.

The equality condition concerns the whole eigenspace at $E$. If $E$ is nondegenerate, it says that the ground vector becomes real after multiplication by a global phase. If $E$ is degenerate, one real vector in the eigenspace is enough.

## What real coefficients lose in a magnetic field

The index type `n` labels a finite orthonormal basis, for instance a set of Slater determinants, and $H$ is the Hamiltonian in that basis. "Real" refers to this basis and its phases. For the single spin above, multiplying the second basis state by $i$ turns $\sigma_y$ into $\sigma_x$, whose ground vector is real.

For spinless electrons in real orbitals, the field-free Hamiltonian is a real matrix. A magnetic field adds a term linear in the vector potential, which is imaginary in such a basis, and a quadratic term, which is real. Real coefficients therefore feel the quadratic term and miss the linear one.

The example `zeeman a b c` is the matrix
$$a\sigma_x+b\sigma_y+c\sigma_z=\begin{pmatrix}c&a-ib\\a+ib&-c\end{pmatrix},$$
where $(a,b,c)$ is the field in energy units, with the magnetic moment absorbed. It contains only the coupling of the field to one spin. The theorem `zeeman_real_amplitudes_fail` gives
$$E=-\sqrt{a^2+b^2+c^2},\qquad E_R=-\sqrt{a^2+c^2},$$
and states that $E<E_R$ exactly when $b\neq0$.

For electronic structure, the first statement of `real_amplitude_theorem` sets a floor under any variational ansatz whose coefficient vector is real in a fixed finite basis: its energy cannot fall below $E_R$, however many real parameters it has. Whether a particular ansatz reaches $E_R$ is a separate question about its flexibility.

## A single rotation in unitary coupled cluster

Unitary coupled cluster applies $e^{T-T^\dagger}$ to a reference determinant, where $T$ is a sum of excitation operators, each multiplied by an amplitude. In a determinant basis the excitation operators have real matrices, so real amplitudes produce a real coefficient vector, and the energy being minimised is that of $R$.

In the two-state model, take the first basis state as reference and one excitation with amplitude $\theta e^{i\varphi}$, where $\theta$ and $\varphi$ are real. The exponential gives the state $(\cos\theta,\;e^{i\varphi}\sin\theta)$, with energy
$$c\cos2\theta+\sin2\theta\,(a\cos\varphi+b\sin\varphi).$$
A calculation with real amplitudes sets $\varphi=0$. The component $b$ then disappears from the energy and from its derivative with respect to $\theta$, so the optimiser converges without any sign of it. Letting the amplitude be complex adds the second parameter $\varphi$ and brings $b$ back.

## The field (3, 12, 4) by hand

With $a=3$, $b=12$ and $c=4$,
$$H=\begin{pmatrix}4&3-12i\\3+12i&-4\end{pmatrix},\qquad R=\begin{pmatrix}4&3\\3&-4\end{pmatrix}.$$
The lowest eigenvalues are $E=-\sqrt{169}=-13$ and $E_R=-\sqrt{25}=-5$. A unit ground vector of $R$ is $x=(1,-3)/\sqrt{10}$. Its energy in the full Hamiltonian is
$$\frac{4-3(3-12i)-3(3+12i)-36}{10}=\frac{4-18-36}{10}=-5.$$
The best real state thus lies 8 units above the ground energy. The true ground vector is $(-3+12i,\;17)/\sqrt{442}$. The ratio of its components is not real, so no global phase makes it real.

## Why the imaginary part drops out

Hermiticity means $H_{ij}=\overline{H_{ji}}$, so $R_{ij}=R_{ji}$ and $S_{ij}=-S_{ji}$. For real $x$, exchanging the names of the summation indices gives
$$\sum_{i,j}x_iS_{ij}x_j=\sum_{i,j}x_jS_{ji}x_i=-\sum_{i,j}x_iS_{ij}x_j.$$
The sum equals its own negative and is zero. Hence $\langle x,Hx\rangle=x^{\mathsf T}Rx$.

This is `expectation_real`. There `him` is the antisymmetry of $S$, and `hS` is the displayed identity, with `Finset.sum_comm` exchanging the sums. `Complex.ext` then compares real and imaginary parts separately. The symmetry of $R$ is `realPart_isHermitian`.

## The variational bound and its equality case

Let $A$ be Hermitian with lowest eigenvalue $E$. If $\lambda$ is an eigenvalue of $A-E$, then $\lambda+E$ is an eigenvalue of $A$, so $\lambda+E\ge E$ and $\lambda\ge0$. Expand a vector $v$ in orthonormal eigenvectors of $A-E$, with coefficients $c_k$ and eigenvalues $\lambda_k$:
$$\langle v,Av\rangle-E\langle v,v\rangle=\sum_k\lambda_k|c_k|^2\ge0.$$
If the sum vanishes, then $c_k=0$ wherever $\lambda_k>0$, and therefore $Av=Ev$. Conversely, $Av=Ev$ gives equality at once.

In `variational_principle`, `hP` is the positivity of $A-E$, obtained from its eigenvalues with the help of `exists_eigenvector`. The identity `key` splits the expectation value of $A-E$ into the two terms on the left. For the equality case, Mathlib's `dotProduct_mulVec_zero_iff` replaces the expansion: a positive semidefinite matrix with zero expectation value in $v$ sends $v$ to zero.

## From the bound to the three statements

Applied to $R$, the bound gives $x^{\mathsf T}Rx\ge E_R$ for every real unit vector. To attain it, take a nonzero real $v$ with $Rv=E_Rv$ and set $x=v/\sqrt{v^{\mathsf T}v}$. Then $x^{\mathsf T}Rx=E_R$. Since $\langle x,Hx\rangle=x^{\mathsf T}Rx$, this is the first statement. The two halves of `real_minimum` are this normalisation, where `dot_self_pos` ensures a positive norm, and the lower bound.

Now apply the bound to $H$ at the minimising $x$. It gives $E\le\langle x,Hx\rangle=E_R$. If $E_R=E$, the equality case yields $Hx=Ex$, and $x$ is a real ground vector.

For the converse, let $y$ be a nonzero real vector with $Hy=Ey$. Then
$$E\,y^{\mathsf T}y=\langle y,Hy\rangle=y^{\mathsf T}Ry\ge E_R\,y^{\mathsf T}y.$$
Division by $y^{\mathsf T}y>0$ gives $E_R\le E$, and together with $E\le E_R$ this is equality. In `real_amplitude_theorem` the bound for $H$ at the minimiser is `hb`, and the converse uses `h1` for the energy of $y$ and `h2` for the bound on $R$.

The spin example uses `isGroundEnergy_iff_det`, which describes the lowest eigenvalue as the least real root of the secular equation. The determinants are
$$\det(H-e)=e^2-(a^2+b^2+c^2),\qquad\det(R-e)=e^2-(a^2+c^2),$$
proved as `hC` and `hD`. The lemma `hleast` selects the negative square root in each case. The square root is strictly increasing on nonnegative numbers, so the two energies differ exactly when $b^2>0$.
